# The eigenvalues of a finite Hermitian matrix are real

An observable on a finite-dimensional state space is represented by a Hermitian complex matrix A, and the theorem says that any number z with Av = zv for some nonzero vector v is real. The vector need not be normalised, so the expectation value of A in the state v is v†Av / v†v, which here equals z. The proof evaluates v†Av twice, acting with A to the right to get z v†v and to the left to get z* v†v, where z* is the complex conjugate of z. Since v is nonzero, v†v is nonzero and can be cancelled, leaving z = z*.

In Lean, a first try:

```lean
import Mathlib

open Matrix
open scoped ComplexOrder

namespace CumulantPartialTrace

noncomputable section

variable {n : Type*} [Fintype n]

/-- The number `z` is an eigenvalue of `A`, with a nonzero eigenvector. -/
def IsEigenvalue (A : Matrix n n ℂ) (z : ℂ) : Prop :=
  ∃ v : n → ℂ, v ≠ 0 ∧ A *ᵥ v = z • v

/-- Every eigenvalue of a Hermitian matrix is real. -/
theorem eigenvalue_real {A : Matrix n n ℂ} (hA : A.IsHermitian) {z : ℂ}
    (hz : IsEigenvalue A z) : ∃ x : ℝ, z = x := by
  obtain ⟨v, hv0, hv⟩ := hz
  -- evaluate the expectation value of A by acting to the right and to the left
  have h1 : star v ⬝ᵥ (A *ᵥ v) = z * (star v ⬝ᵥ v) := by
    rw [hv, dotProduct_smul, smul_eq_mul]
  have hl : star v ᵥ* A = star z • star v := by
    have h := Matrix.star_mulVec A v
    rw [hA.eq, hv, star_smul] at h
    exact h.symm
  have h2 : star v ⬝ᵥ (A *ᵥ v) = star z * (star v ⬝ᵥ v) := by
    rw [Matrix.dotProduct_mulVec, hl, smul_dotProduct, smul_eq_mul]
  have h3 : star v ⬝ᵥ v ≠ 0 := by
    intro h
    rw [dotProduct_comm] at h
    exact hv0 (dotProduct_star_self_eq_zero.mp h)
  have h4 : z = star z := mul_right_cancel₀ h3 (h1.symm.trans h2)
  exact ⟨z.re, (Complex.conj_eq_iff_re.mp h4.symm).symm⟩

end

end CumulantPartialTrace
```

Messages:

```
Main.lean:32:47: error: Application type mismatch: The argument
  h
has type
  v ⬝ᵥ star v = 0
but is expected to have type
  star v ⬝ᵥ v = 0
in the application
  dotProduct_star_self_eq_zero.mp h
```

Lean accepts the file once it reads:

```diff
@@ -29,5 +29,4 @@
   have h3 : star v ⬝ᵥ v ≠ 0 := by
     intro h
-    rw [dotProduct_comm] at h
     exact hv0 (dotProduct_star_self_eq_zero.mp h)
   have h4 : z = star z := mul_right_cancel₀ h3 (h1.symm.trans h2)
```

Cause. The error lies in the step showing that v†v is nonzero. After `intro h`, the hypothesis `h` reads `star v ⬝ᵥ v = 0`, and the aim is to conclude that `v` is zero, contradicting `hv0`. The line `rw [dotProduct_comm] at h` swaps the two factors, so that `h` becomes `v ⬝ᵥ star v = 0`. But the forward direction of `dotProduct_star_self_eq_zero` takes `star v ⬝ᵥ v = 0`, the order `h` had before the rewrite. The two products are equal because complex multiplication commutes, but Lean does not apply that fact by itself when it checks the type of an argument, so it reports a mismatch.

The repair deletes the rewrite. `h` then keeps its original form, which is exactly what the lemma expects.
